# Second moment of the weights when Boltzmann samples of a finite-state system are reweighted in temperature

Before a stored Monte Carlo run at one temperature is used to estimate averages at another, one can check how uneven the reweighting factors are. If a few samples carry most of the weight, the estimate rests on those few. The second moment of the weights measures this unevenness, and the parts below compute it exactly for a system with finitely many states.

## States, energies and weights

The states form a finite set `ι`, and state $i$ has a real energy $E_i$, written `E i` in Lean. Degenerate levels are separate states with equal energies. The inverse temperatures $b$ and $c$, each standing for $1/k_BT$, may be any real numbers, including zero and negative values. Samples are drawn at $b$, and averages are wanted at $c$.

```lean
import Mathlib

open Finset Filter

namespace TemperatureReweighting

noncomputable section

variable {ι : Type*} [Fintype ι]
```

The partition function is $Z(b)=\sum_i e^{-bE_i}$.

```lean
/-- The canonical partition function at inverse temperature `b`. -/
def partitionFn (E : ι → ℝ) (b : ℝ) : ℝ := ∑ i, Real.exp (-b * E i)
```

The Boltzmann probability of state $i$ is $p_b(i)=e^{-bE_i}/Z(b)$.

```lean
/-- The Boltzmann probability of state `i` at inverse temperature `b`. -/
def prob (E : ι → ℝ) (b : ℝ) (i : ι) : ℝ := Real.exp (-b * E i) / partitionFn E b
```

The thermal average of an observable $f$ is $\langle f\rangle_b=\sum_i p_b(i)f_i$. It is an exact sum over states, not an estimate from a finite run.

```lean
/-- The thermal average of an observable `f` at inverse temperature `b`. -/
def average (E : ι → ℝ) (b : ℝ) (f : ι → ℝ) : ℝ := ∑ i, prob E b i * f i
```

The weight of state $i$ is $w_i=p_c(i)/p_b(i)$. This weight is normalized and contains the ratio $Z(b)/Z(c)$. A simulation usually doesn't know that ratio and divides by the sum of the unnormalized factors $e^{-(c-b)E_i}$ instead; the statistical error of that ratio estimator is not treated here.

```lean
/-- The normalized weight that carries a sample from inverse temperature `b` to `c`. -/
def weight (E : ι → ℝ) (b c : ℝ) (i : ι) : ℝ := prob E c i / prob E b i
```

The second moment of the weights is $M(b,c)=\langle w^2\rangle_b$.

```lean
/-- The second moment of the weights under sampling at inverse temperature `b`. -/
def secondMoment (E : ι → ℝ) (b c : ℝ) : ℝ := average E b (fun i => weight E b c i ^ 2)
```

For $N$ noninteracting, distinguishable copies, a joint state is a list $x=(x_1,\dots,x_N)$ with energy $E^{(N)}(x)=\sum_k E_{x_k}$. In Lean the list is a function `Fin N → ι`. Write $Z_N$ and $M_N$ for the partition function and second moment of the copies.

```lean
/-- The total energy of `N` noninteracting copies of a system. -/
def copiesEnergy (E : ι → ℝ) (N : ℕ) (x : Fin N → ι) : ℝ := ∑ k, E (x k)
```

## (a) Partition function of independent copies

Express the partition function of $N$ copies through that of one:
$$Z_N(b)=Z(b)^N.$$

**Solution.** The exponential of a sum is a product, and a sum over all lists of a product of single-copy factors is a product of sums:
$$Z_N(b)=\sum_x e^{-b\sum_k E_{x_k}}=\sum_x\prod_{k=1}^N e^{-bE_{x_k}}=\prod_{k=1}^N\sum_i e^{-bE_i}=Z(b)^N.$$
For $N=0$ there is one empty list, of energy zero, and both sides equal one.

In Lean, `Fintype.sum_pow` expands the power into a sum over lists, and `Real.exp_sum` then matches the terms.

```lean
/-- The partition function of `N` noninteracting copies is the `N`-th power of that of one. -/
theorem partitionFn_copies (E : ι → ℝ) (N : ℕ) (b : ℝ) :
    partitionFn (copiesEnergy E N) b = partitionFn E b ^ N := by
  simp only [partitionFn, copiesEnergy]
  rw [Fintype.sum_pow]
  refine Finset.sum_congr rfl fun x _ => ?_
  rw [← Real.exp_sum, ← Finset.mul_sum]
```

## (b) Sign of the partition function

Show that, if there is at least one state,
$$Z(b)>0.$$

**Solution.** Every term $e^{-bE_i}$ is positive, and the sum has at least one term. The assumption `[Nonempty ι]` enters here and stays in force for the remaining parts.

```lean
variable [Nonempty ι]

/-- The partition function is positive. -/
theorem partitionFn_pos (E : ι → ℝ) (b : ℝ) : 0 < partitionFn E b :=
  Finset.sum_pos (fun _ _ => Real.exp_pos _) Finset.univ_nonempty
```

## (c) Boltzmann probabilities

Show that the $p_b(i)$ form a probability distribution with no vanishing entries:
$$p_b(i)>0\ \text{ for all } i,\qquad \sum_i p_b(i)=1.$$

**Solution.** Each $p_b(i)$ is a quotient of positive numbers. Taking the common denominator out of the sum gives
$$\sum_i p_b(i)=\frac{1}{Z(b)}\sum_i e^{-bE_i}=\frac{Z(b)}{Z(b)}=1.$$
The Lean proof follows the same two steps, with `Finset.sum_div` for the common denominator.

```lean
/-- Every state has positive Boltzmann probability, and the probabilities sum to one. -/
theorem prob_pos_and_sum (E : ι → ℝ) (b : ℝ) :
    (∀ i, 0 < prob E b i) ∧ ∑ i, prob E b i = 1 := by
  refine ⟨fun i => div_pos (Real.exp_pos _) (partitionFn_pos E b), ?_⟩
  unfold prob
  rw [← Finset.sum_div]
  exact div_self (partitionFn_pos E b).ne'
```

## (d) Averages at the new temperature

Show that including the weight in the exact average at $b$ reproduces every thermal average at $c$:
$$\langle wf\rangle_b=\langle f\rangle_c.$$

**Solution.** Since $p_b(i)\neq0$, it cancels state by state:
$$\sum_i p_b(i)\,\frac{p_c(i)}{p_b(i)}\,f_i=\sum_i p_c(i)f_i.$$
In Lean, `Finset.sum_congr` reduces the claim to one state and `field_simp` performs the cancellation.

```lean
/-- The thermal average at `b` of the weight times an observable equals the thermal average of that
observable at `c`. -/
theorem average_reweight (E : ι → ℝ) (b c : ℝ) (f : ι → ℝ) :
    average E b (fun i => weight E b c i * f i) = average E c f := by
  unfold average
  refine Finset.sum_congr rfl fun i _ => ?_
  have h := ((prob_pos_and_sum E b).1 i).ne'
  unfold weight
  field_simp
```

## (e) Mean and variance of the weights

Show that
$$\langle w\rangle_b=1,\qquad \langle (w-1)^2\rangle_b=M(b,c)-1.$$

**Solution.** Setting $f=1$ in (d) gives $\langle w\rangle_b=\sum_i p_c(i)=1$. Expanding the square then gives
$$\langle (w-1)^2\rangle_b=\langle w^2\rangle_b-2\langle w\rangle_b+\sum_i p_b(i)=M(b,c)-2+1.$$
In the Lean proof `h1` is the first equation, and the `calc` block is the expansion.

```lean
/-- The variance of the weights about their mean value one is the second moment minus one. -/
theorem weight_variance (E : ι → ℝ) (b c : ℝ) :
    average E b (weight E b c) = 1 ∧
      average E b (fun i => (weight E b c i - 1) ^ 2) = secondMoment E b c - 1 := by
  have h1 : ∑ i, prob E b i * weight E b c i = 1 := by
    have h := average_reweight E b c (fun _ => 1)
    simpa only [average, mul_one, (prob_pos_and_sum E c).2] using h
  refine ⟨h1, ?_⟩
  unfold secondMoment average
  -- expand the square and use the two normalizations
  calc ∑ i, prob E b i * (weight E b c i - 1) ^ 2
      = ∑ i, (prob E b i * weight E b c i ^ 2
          - 2 * (prob E b i * weight E b c i) + prob E b i) :=
        Finset.sum_congr rfl fun i _ => by ring
    _ = _ := by
        rw [Finset.sum_add_distrib, Finset.sum_sub_distrib, ← Finset.mul_sum, h1,
          (prob_pos_and_sum E b).2]
        ring
```

## (f) Second moment from partition functions

Show that the second moment needs only three values of the partition function:
$$M(b,c)=\frac{Z(b)\,Z(2c-b)}{Z(c)^2}.$$

**Solution.** For one state,
$$p_b(i)w_i^2=\frac{p_c(i)^2}{p_b(i)}=\frac{e^{-2cE_i}}{Z(c)^2}\cdot\frac{Z(b)}{e^{-bE_i}}=\frac{Z(b)}{Z(c)^2}\,e^{-(2c-b)E_i}.$$
Summing over $i$ turns the last exponential into $Z(2c-b)$. The inverse temperature $2c-b$ lies as far beyond $c$ as $c$ lies from $b$.

The helper `aux` in Lean does the algebra for one state, with $x=e^{-bE_i}$, $y=e^{-cE_i}$, $z=e^{-(2c-b)E_i}$, $p=Z(b)$ and $q=Z(c)$. It needs $x$, $p$ and $q$ to be nonzero, which follows from their positivity, and $zx=y^2$, which is proved by adding exponents.

```lean
/-- The second moment of the weights is a ratio of partition functions at `b`, `c`
and the extrapolated inverse temperature `2c - b`. -/
theorem secondMoment_eq (E : ι → ℝ) (b c : ℝ) :
    secondMoment E b c =
      partitionFn E b * partitionFn E (2 * c - b) / partitionFn E c ^ 2 := by
  have aux : ∀ x y z p q : ℝ, x ≠ 0 → p ≠ 0 → q ≠ 0 → z * x = y ^ 2 →
      x / p * ((y / q) / (x / p)) ^ 2 = p / q ^ 2 * z := by
    intro x y z p q hx hp hq h
    have hz : z = y ^ 2 / x := (eq_div_iff hx).mpr h
    rw [hz]
    field_simp
  calc secondMoment E b c
      = ∑ i, partitionFn E b / partitionFn E c ^ 2 * Real.exp (-(2 * c - b) * E i) := by
        unfold secondMoment average weight prob
        refine Finset.sum_congr rfl fun i _ => ?_
        apply aux _ _ _ _ _ (Real.exp_pos _).ne' (partitionFn_pos E b).ne'
          (partitionFn_pos E c).ne'
        -- the Boltzmann factors combine to the extrapolated temperature
        rw [← Real.exp_add, sq, ← Real.exp_add]
        congr 1
        ring
    _ = partitionFn E b / partitionFn E c ^ 2 * partitionFn E (2 * c - b) := by
        rw [← Finset.mul_sum]
        rfl
    _ = _ := by ring
```

## (g) When the weights are all equal

Show that
$$M(b,c)=1\iff b=c\ \text{ or }\ E_i=E_j\text{ for all }i,j.$$

**Solution.** Suppose $M(b,c)=1$. By (e), $\sum_i p_b(i)(w_i-1)^2=0$. The terms are nonnegative, so each one vanishes, and since $p_b(i)>0$, every $w_i=1$. Hence $p_c(i)=p_b(i)$, and taking logarithms gives
$$-cE_i-\ln Z(c)=-bE_i-\ln Z(b).$$
Subtracting the same equation for $j$ removes the partition functions and leaves
$$(b-c)(E_i-E_j)=0.$$
If $b\neq c$, all energies are therefore equal.

Conversely, if $b=c$, the two distributions are the same. If the energy is constant, all states are equally probable at every temperature, so again $p_c(i)=p_b(i)$. In both cases every $w_i=1$ and $M(b,c)=\sum_i p_b(i)=1$. A system with a single state falls under the constant-energy case.

In Lean, `hlog` is the logarithmic equation and `linear_combination hlog i - hlog j` is the subtraction. For the converse, `hu` shows that a constant energy gives each state the probability one over the number of states.

```lean
/-- The second moment equals one exactly when the temperatures agree or the energy is
constant. -/
theorem secondMoment_eq_one_iff (E : ι → ℝ) (b c : ℝ) :
    secondMoment E b c = 1 ↔ b = c ∨ ∀ i j, E i = E j := by
  have hv := (weight_variance E b c).2
  have hpos := (prob_pos_and_sum E b).1
  constructor
  · intro h
    rw [h, sub_self] at hv
    unfold average at hv
    have hz := (Finset.sum_eq_zero_iff_of_nonneg
      (fun i _ => mul_nonneg (hpos i).le (sq_nonneg (weight E b c i - 1)))).mp hv
    -- zero variance forces equal Boltzmann probabilities; take logarithms
    have hlog : ∀ i, -c * E i - Real.log (partitionFn E c)
        = -b * E i - Real.log (partitionFn E b) := by
      intro i
      have h0 := (mul_eq_zero.mp (hz i (Finset.mem_univ i))).resolve_left (hpos i).ne'
      have hw : weight E b c i = 1 := sub_eq_zero.mp (pow_eq_zero_iff two_ne_zero |>.mp h0)
      have hp : prob E c i = prob E b i := (div_eq_one_iff_eq (hpos i).ne').mp hw
      have hl := congrArg Real.log hp
      unfold prob at hl
      rwa [Real.log_div (Real.exp_pos _).ne' (partitionFn_pos E c).ne',
        Real.log_div (Real.exp_pos _).ne' (partitionFn_pos E b).ne',
        Real.log_exp, Real.log_exp] at hl
    by_cases hbc : b = c
    · exact Or.inl hbc
    · refine Or.inr fun i j => ?_
      have hm : (b - c) * (E i - E j) = 0 := by linear_combination hlog i - hlog j
      exact sub_eq_zero.mp ((mul_eq_zero.mp hm).resolve_left (sub_ne_zero.mpr hbc))
  · intro h
    have hp : ∀ i, prob E c i = prob E b i := by
      intro i
      rcases h with h | h
      · rw [h]
      · -- a constant energy gives the uniform distribution at every temperature
        have hu : ∀ a, prob E a i = (Fintype.card ι : ℝ)⁻¹ := by
          intro a
          have hs := (prob_pos_and_sum E a).2
          have he : ∀ j, prob E a j = prob E a i := fun j => by
            unfold prob
            rw [h j i]
          rw [Finset.sum_congr rfl (fun j _ => he j), Finset.sum_const, Finset.card_univ,
            nsmul_eq_mul] at hs
          exact eq_inv_of_mul_eq_one_right hs
        rw [hu c, hu b]
    have hw : ∀ i, weight E b c i = 1 := fun i => by
      unfold weight
      rw [hp i, div_self (hpos i).ne']
    simp only [secondMoment, average, hw, one_pow, mul_one, (prob_pos_and_sum E b).2]
```

## (h) Lower bound on the second moment

Show that, for every $b$ and $c$,
$$M(b,c)\ge 1,$$
and collect this with the mean weight, the formula in (f) and the equality condition in (g).

**Solution.** By (e), $M(b,c)-1=\sum_i p_b(i)(w_i-1)^2$, a sum of nonnegative terms. The other three statements have already been shown.

In the Lean theorem the four statements are joined by `∧`. The nonnegative variance is `hn`, and `linarith` combines it with (e).

```lean
/-- Reweighting from `b` to `c` gives weights of mean one whose second moment is
`Z(b) Z(2c - b) / Z(c)²`; it is at least one, with equality exactly when `b = c` or the
energy is constant. -/
theorem temperature_reweighting (E : ι → ℝ) (b c : ℝ) :
    average E b (weight E b c) = 1 ∧
    secondMoment E b c =
      partitionFn E b * partitionFn E (2 * c - b) / partitionFn E c ^ 2 ∧
    1 ≤ secondMoment E b c ∧
    (secondMoment E b c = 1 ↔ b = c ∨ ∀ i j, E i = E j) := by
  refine ⟨(weight_variance E b c).1, secondMoment_eq E b c, ?_,
    secondMoment_eq_one_iff E b c⟩
  have hn : 0 ≤ average E b (fun i => (weight E b c i - 1) ^ 2) :=
    Finset.sum_nonneg fun i _ => mul_nonneg ((prob_pos_and_sum E b).1 i).le (sq_nonneg _)
  linarith [(weight_variance E b c).2]
```

## (i) Growth with the number of copies

Show that
$$M_N(b,c)=M(b,c)^N,$$
and that, if $b\neq c$ and the energy is not constant,
$$M_N(b,c)\to\infty\quad\text{as }N\to\infty.$$

**Solution.** The formula in (f) holds for the copies as well, since they too have finitely many joint states. Inserting (a) gives
$$M_N(b,c)=\frac{Z(b)^N\,Z(2c-b)^N}{Z(c)^{2N}}=M(b,c)^N.$$
If $b\neq c$ and two energies differ, (g) excludes $M(b,c)=1$, and (h) then gives $M(b,c)=1+\delta$ with $\delta>0$. Since $(1+\delta)^N\ge1+N\delta$, the powers grow without bound.

For simulation practice, this means that with $n$ independent samples of $N$ noninteracting copies drawn at $b$, the sample mean of the $n$ weights has variance $(M(b,c)^N-1)/n$, so for fixed $b\neq c$ and a non-constant energy, $n$ must grow exponentially with $N$ to keep that variance constant. Interacting systems and correlated samples need a separate analysis.

In Lean, `hN` is the power law, `hlt` is the strict inequality $1<M(b,c)$, and `Tendsto … atTop atTop` expresses divergence to $+\infty$.

```lean
/-- For `N` noninteracting copies the second moment is the `N`-th power of that of one copy,
and it diverges with `N` if the temperatures differ and the energy is not constant. -/
theorem secondMoment_copies (E : ι → ℝ) (b c : ℝ) :
    (∀ N, secondMoment (copiesEnergy E N) b c = secondMoment E b c ^ N) ∧
    (b ≠ c → (∃ i j, E i ≠ E j) →
      Tendsto (fun N => secondMoment (copiesEnergy E N) b c) atTop atTop) := by
  have hN : ∀ N, secondMoment (copiesEnergy E N) b c = secondMoment E b c ^ N := by
    intro N
    rw [secondMoment_eq, secondMoment_eq, partitionFn_copies, partitionFn_copies,
      partitionFn_copies, div_pow, mul_pow, ← pow_mul, ← pow_mul, mul_comm N 2]
  refine ⟨hN, fun hbc ⟨i, j, hij⟩ => ?_⟩
  have hne : secondMoment E b c ≠ 1 := fun h =>
    ((secondMoment_eq_one_iff E b c).mp h).elim hbc (fun hE => hij (hE i j))
  have hlt : 1 < secondMoment E b c :=
    lt_of_le_of_ne (temperature_reweighting E b c).2.2.1 hne.symm
  simp only [hN]
  exact tendsto_pow_atTop_atTop_of_one_lt hlt

end

end TemperatureReweighting
```

```lean
#print axioms TemperatureReweighting.temperature_reweighting
-- 'TemperatureReweighting.temperature_reweighting' depends on axioms: [propext, Classical.choice, Quot.sound]
#print axioms TemperatureReweighting.secondMoment_copies
-- 'TemperatureReweighting.secondMoment_copies' depends on axioms: [propext, Classical.choice, Quot.sound]
```

## An infinite ladder of levels

Finiteness of the state set matters. Take $E_n=n$ for $n=0,1,2,\dots$, the levels of a harmonic oscillator in units of its quantum, measured from the ground state. Let $b=2$ and $c=1$. Both $Z(2)$ and $Z(1)$ converge, and the mean weight is still one. However, $2c-b=0$, and
$$\sum_n p_b(n)w_n^2=\frac{Z(2)}{Z(1)^2}\sum_n e^{0}=\infty.$$
Reweighting this oscillator to twice its temperature thus gives weights of infinite variance. This example lies beyond the theorems above, which concern finite sets only.

At least one state is needed too: over an empty set every average is an empty sum, so the mean weight would be zero instead of one.
